# Upper and lower bounds on the second-order energy of a gapped ground state in finite dimension, without a sum over states

**Q.** You have to decide what "a Hamiltonian with a simple lowest eigenvalue and a gap" means formally. A physicist is given a symmetric matrix $H_0$. What are you given?

**A.** An operator $H$, which plays the part of $H_0$, together with an orthonormal eigenbasis $b_k$, real energies $\varepsilon_k$ and a label $o$ for the ground state. I write $\psi=b_o$ and $E=\varepsilon_o$. For a real symmetric matrix the spectral theorem supplies such a basis, so taking it as data loses nothing. The scalars `𝕜` may be real or complex, and the index type `ι` of the basis is finite.

```lean
import Mathlib

open Finset

namespace SecondOrderEnergyBounds

noncomputable section

variable {𝕜 ι F : Type*} [RCLike 𝕜] [NormedAddCommGroup F] [InnerProductSpace 𝕜 F]
  [Fintype ι] [DecidableEq ι]
```

The spectral assumptions are collected in one structure.

```lean
/-- The orthonormal basis `b` consists of eigenvectors of `H` with energies `ε`, and every
state other than `o` lies at least `g > 0` above the state `o`. -/
structure GappedSpectrum (H : F →ₗ[𝕜] F) (b : OrthonormalBasis ι 𝕜 F) (ε : ι → ℝ)
    (o : ι) (g : ℝ) : Prop where
  eigen : ∀ k, H (b k) = (ε k : 𝕜) • b k
  gap_pos : 0 < g
  gap : ∀ k, k ≠ o → g ≤ ε k - ε o
```

**Q.** Where does it say that $E$ is lowest and simple?

**A.** In `gap` and `gap_pos` together: every other basis state lies at least $g>0$ above $\psi$. Excited levels may be degenerate among themselves. The number $g$ needn't be the exact distance to the next level; any positive lower bound on it is allowed, and the exact gap gives the sharpest result. Symmetry of $H$ isn't listed because it follows from an orthonormal eigenbasis with real energies.

**Q.** And the perturbation $V$?

**A.** The theorem takes it to be symmetric, meaning $\langle Vx,y\rangle=\langle x,Vy\rangle$ for all $x$ and $y$; over the complex numbers this is what physicists call Hermitian. It enters the bounds through the vector $c=V\psi-\langle\psi,V\psi\rangle\psi$, which is $V\psi$ with its ground-state component removed.

```lean
/-- The vector `c = V ψ - ⟨ψ, V ψ⟩ ψ`. -/
def coupling (V : F →ₗ[𝕜] F) (ψ : F) : F := V ψ - (inner 𝕜 ψ (V ψ)) • ψ
```

The other ingredient is $A=\langle c,(H-E)c\rangle$. The definition takes a real part so that its value is a real number also over the complex field. For the operators considered here the inner product is real anyway.

```lean
/-- The real part of `⟨c, (H - E) c⟩`. -/
def excitation (H : F →ₗ[𝕜] F) (E : ℝ) (c : F) : ℝ :=
  RCLike.re (inner 𝕜 c (H c - (E : 𝕜) • c))
```

**Q.** Then what is the second-order energy? If you define it by the bounds, you have proved nothing.

**A.** It is the usual sum over states,
$$E_2=\sum_{k\neq o}\frac{\langle\psi,Vb_k\rangle\langle b_k,V\psi\rangle}{E-\varepsilon_k}.$$

```lean
/-- The second-order energy of the state `o` as a sum over all other states, for symmetric `V` and a
level `ε o` that differs from every other `ε k`. -/
def secondOrderEnergy (V : F →ₗ[𝕜] F) (b : OrthonormalBasis ι 𝕜 F) (ε : ι → ℝ) (o : ι) : ℝ :=
  ∑ k ∈ univ.erase o,
    RCLike.re (inner 𝕜 (b o) (V (b k)) * inner 𝕜 (b k) (V (b o))) / (ε o - ε k)
```

The Lean definition takes the real part of each numerator, which changes nothing when $V$ is symmetric, since the numerator is then real. This formula is the starting point. The file doesn't derive it by expanding the lowest eigenvalue of $H+\lambda V$ in the coupling strength $\lambda$.

**Q.** Before any more Lean, convince me by hand that the bounds are true.

**A.** Let $\Delta_k=\varepsilon_k-E$ and $w_k=|\langle b_k,c\rangle|^2$. Orthonormality gives
$$\langle b_k,c\rangle=\langle b_k,V\psi\rangle-\langle\psi,V\psi\rangle\,\delta_{ko},$$
so $w_o=0$, and for $k\neq o$ the component is the matrix element $\langle b_k,V\psi\rangle$. Since $V$ is symmetric, $\langle\psi,Vb_k\rangle$ is the complex conjugate of that element. With $N=\|c\|^2$, three sums follow:
$$N=\sum_{k\neq o}w_k,\qquad A=\sum_{k\neq o}\Delta_kw_k,\qquad E_2=-S,\quad S=\sum_{k\neq o}\frac{w_k}{\Delta_k}.$$

Assume $c\neq0$, so that $N>0$. Because $\Delta_k\ge g$ for $k\neq o$, we have $A\ge gN>0$. The same inequality gives $w_k/\Delta_k\le w_k/g$, hence $S\le N/g$ and
$$E_2\ge-\frac{\|c\|^2}{g}.$$

For the other side, take the mean excitation energy $m=A/N$ and expand a sum of nonnegative terms:
$$0\le\sum_{k\neq o}\frac{w_k(\Delta_k-m)^2}{\Delta_k}=A-2mN+m^2S=\frac{A}{N^2}\,(SA-N^2).$$
The prefactor is positive, so $S\ge N^2/A$, which says
$$E_2\le-\frac{\|c\|^4}{\langle c,(H-E)c\rangle}.$$

**Q.** Fine. Does the formal proof take that route, or does some automation hide a different argument?

**A.** It takes that route. The first lemma computes the components of $c$. It expands the inner product, uses orthonormality, and splits into the cases $k=o$ and $k\neq o$.

```lean
variable {H V : F →ₗ[𝕜] F} {b : OrthonormalBasis ι 𝕜 F} {ε : ι → ℝ} {o : ι} {g : ℝ}

/-- The vector `c` has no component along the state `o`; its other components are the matrix
elements of `V` between `o` and the other states. -/
theorem coupling_coeff (V : F →ₗ[𝕜] F) (b : OrthonormalBasis ι 𝕜 F) (o k : ι) :
    inner 𝕜 (b k) (coupling V (b o)) = if k = o then 0 else inner 𝕜 (b k) (V (b o)) := by
  rw [coupling, inner_sub_right, inner_smul_right, orthonormal_iff_ite.mp b.orthonormal k o]
  split_ifs with hk
  · subst hk
    simp
  · simp
```

The next lemma turns this into an alternative that the later estimates use term by term: either $w_k=0$, or $\Delta_k\ge g$.

```lean
/-- For a gapped spectrum, each state either has zero weight in `c` or lies at least `g`
above the state `o`. -/
theorem weight_cases (h : GappedSpectrum H b ε o g) (V : F →ₗ[𝕜] F) (k : ι) :
    ‖inner 𝕜 (b k) (coupling V (b o))‖ ^ 2 = 0 ∨ g ≤ ε k - ε o := by
  rcases eq_or_ne k o with hk | hk
  · left
    rw [coupling_coeff, if_pos hk]
    simp
  · exact Or.inr (h.gap k hk)
```

**Q.** Your formula for $A$ used the action of $H$ on a general vector, but the structure only tells you how $H$ acts on basis vectors.

**A.** That step has its own lemma. It expands $x$ in the basis, applies $H$ by linearity and reads off the component: $\langle b_k,Hx\rangle=\varepsilon_k\langle b_k,x\rangle$.

```lean
omit [DecidableEq ι] in
/-- In its eigenbasis, `H` multiplies each component of a vector by the energy. -/
theorem eigen_coeff (h : GappedSpectrum H b ε o g) (k : ι) (x : F) :
    inner 𝕜 (b k) (H x) = (ε k : 𝕜) * inner 𝕜 (b k) x := by
  have hx : H x = ∑ i, ((ε i : 𝕜) * inner 𝕜 (b i) x) • b i := by
    conv_lhs => rw [← b.sum_repr' x]
    rw [map_sum]
    refine sum_congr rfl fun i _ => ?_
    rw [map_smul, h.eigen, smul_smul, mul_comm]
  rw [hx, b.orthonormal.inner_right_fintype]
```

Inserting a complete set of states into $\langle x,(H-E)x\rangle$ then gives the weighted sum of excitation energies. In the proof, `hz` shows that each term is the real number $\Delta_k|\langle b_k,x\rangle|^2$.

```lean
omit [DecidableEq ι] in
/-- With `E` the energy of `o`, the real part of `⟨x, (H - E) x⟩` is the sum of the excitation
energies from `o`, weighted by the squared absolute values of the components of `x`. -/
theorem excitation_eq (h : GappedSpectrum H b ε o g) (x : F) :
    excitation H (ε o) x = ∑ k, (ε k - ε o) * ‖inner 𝕜 (b k) x‖ ^ 2 := by
  rw [excitation, ← b.sum_inner_mul_inner, map_sum]
  refine sum_congr rfl fun k _ => ?_
  have hz : inner 𝕜 x (b k) * inner 𝕜 (b k) (H x - (ε o : 𝕜) • x)
      = (((ε k - ε o) * ‖inner 𝕜 (b k) x‖ ^ 2 : ℝ) : 𝕜) := by
    rw [inner_sub_right, inner_smul_right, eigen_coeff h, ← inner_conj_symm x (b k)]
    push_cast
    rw [← RCLike.conj_mul]
    ring
  rw [hz, RCLike.ofReal_re]
```

**Q.** And the sum over states becomes $-S$?

**A.** Yes, and this is where symmetry of $V$ is used. The hypothesis `hV` moves $V$ to the other side of the inner product, after which the numerator is a complex number times its conjugate.

```lean
/-- For symmetric `V`, the second-order energy is minus the sum of the weights of `c`, each
divided by its excitation energy. -/
theorem secondOrderEnergy_eq (hV : V.IsSymmetric) (b : OrthonormalBasis ι 𝕜 F) (ε : ι → ℝ)
    (o : ι) : secondOrderEnergy V b ε o =
      -∑ k, ‖inner 𝕜 (b k) (coupling V (b o))‖ ^ 2 / (ε k - ε o) := by
  rw [secondOrderEnergy, ← add_sum_erase univ _ (mem_univ o)]
  simp only [sub_self, div_zero, zero_add]
  rw [← sum_neg_distrib]
  refine sum_congr rfl fun k hk => ?_
  rw [coupling_coeff, if_neg (mem_erase.mp hk).1, ← hV (b o) (b k),
    ← inner_conj_symm (V (b o)) (b k), RCLike.conj_mul, ← RCLike.ofReal_pow,
    RCLike.ofReal_re, ← neg_sub (ε k) (ε o), div_neg]
```

**Q.** That sum runs over all $k$, including $k=o$, where the denominator is zero.

**A.** Lean evaluates division by zero as zero, so the extra term contributes nothing, and the sum agrees with the $S$ that I wrote over $k\neq o$.

The expansion of the square is a lemma about real numbers, with no operators in it. Its hypothesis says that each weight vanishes or the corresponding $d_k$ is positive. In the first case both sides of the termwise identity are zero; in the second, `field_simp` and `ring` do the algebra.

```lean
omit [DecidableEq ι] in
/-- Expansion of the sum of `w k * (d k - m) ^ 2 / d k`, for weights `w` that vanish wherever `d` is
not positive. -/
theorem spread_eq (w d : ι → ℝ) (hw : ∀ k, w k = 0 ∨ 0 < d k) (m : ℝ) :
    ∑ k, w k * (d k - m) ^ 2 / d k
      = ∑ k, d k * w k - 2 * m * ∑ k, w k + m ^ 2 * ∑ k, w k / d k := by
  rw [mul_sum, mul_sum, ← sum_sub_distrib, ← sum_add_distrib]
  refine sum_congr rfl fun k _ => ?_
  rcases hw k with h0 | h0
  · simp [h0]
  · have hd := h0.ne'
    field_simp
    ring
```

**Q.** Now show me the statement that I am supposed to believe.

**A.** Here it is with its proof.

```lean
/-- For a gapped spectrum, symmetric `V` and `c ≠ 0`, the number `⟨c, (H - E) c⟩` is positive and
the second-order energy lies between `-‖c‖² / g` and `-‖c‖⁴ / ⟨c, (H - E) c⟩`. -/
theorem secondOrderEnergy_bounds (h : GappedSpectrum H b ε o g) (hV : V.IsSymmetric)
    (hc : coupling V (b o) ≠ 0) :
    0 < excitation H (ε o) (coupling V (b o)) ∧
    -(‖coupling V (b o)‖ ^ 2 / g) ≤ secondOrderEnergy V b ε o ∧
    secondOrderEnergy V b ε o ≤
      -(‖coupling V (b o)‖ ^ 4 / excitation H (ε o) (coupling V (b o))) := by
  have hg := h.gap_pos
  have hw := weight_cases h V
  have hN := b.sum_sq_norm_inner_right (coupling V (b o))
  have hNpos : 0 < ‖coupling V (b o)‖ ^ 2 := pow_pos (norm_pos_iff.mpr hc) 2
  have hA : g * ‖coupling V (b o)‖ ^ 2 ≤ excitation H (ε o) (coupling V (b o)) := by
    rw [excitation_eq h, ← hN, mul_sum]
    refine sum_le_sum fun k _ => ?_
    rcases hw k with h0 | h0
    · rw [h0, mul_zero, mul_zero]
    · exact mul_le_mul_of_nonneg_right h0 (sq_nonneg _)
  have hApos := (mul_pos hg hNpos).trans_le hA
  refine ⟨hApos, ?_, ?_⟩
  · -- every excitation energy is at least the gap
    rw [secondOrderEnergy_eq hV, neg_le_neg_iff, ← hN, sum_div]
    refine sum_le_sum fun k _ => ?_
    rcases hw k with h0 | h0
    · rw [h0, zero_div, zero_div]
    · exact div_le_div_of_nonneg_left (sq_nonneg _) hg h0
  · -- the spread about the mean excitation energy is nonnegative
    have hs := spread_eq _ (fun k => ε k - ε o) (fun k => (hw k).imp_right hg.trans_le)
      (excitation H (ε o) (coupling V (b o)) / ‖coupling V (b o)‖ ^ 2)
    have h0 : 0 ≤ ∑ k, ‖inner 𝕜 (b k) (coupling V (b o))‖ ^ 2 * ((ε k - ε o) -
        excitation H (ε o) (coupling V (b o)) / ‖coupling V (b o)‖ ^ 2) ^ 2 / (ε k - ε o) := by
      refine sum_nonneg fun k _ => ?_
      rcases hw k with h0 | h0
      · rw [h0, zero_mul, zero_div]
      · exact div_nonneg (by positivity) (hg.le.trans h0)
    rw [hs, ← excitation_eq h, hN] at h0
    rw [secondOrderEnergy_eq hV, neg_le_neg_iff, div_le_iff₀ hApos]
    generalize ∑ k, ‖inner 𝕜 (b k) (coupling V (b o))‖ ^ 2 / (ε k - ε o) = S at *
    generalize excitation H (ε o) (coupling V (b o)) = A at *
    have e : A - 2 * (A / ‖coupling V (b o)‖ ^ 2) * ‖coupling V (b o)‖ ^ 2
        + (A / ‖coupling V (b o)‖ ^ 2) ^ 2 * S
        = A / (‖coupling V (b o)‖ ^ 2) ^ 2 * (S * A - ‖coupling V (b o)‖ ^ 4) := by
      have hn := norm_ne_zero_iff.mpr hc
      field_simp
      ring
    rw [e] at h0
    exact sub_nonneg.mp ((mul_nonneg_iff_of_pos_left (by positivity)).mp h0)
```

In words: if the spectrum is gapped in the sense above, $V$ is symmetric and $c\neq0$, then $\langle c,(H-E)c\rangle$ is positive and
$$-\frac{\|c\|^2}{g}\le E_2\le-\frac{\|c\|^4}{\langle c,(H-E)c\rangle}.$$

Inside the proof, `hN` is the formula $N=\sum_kw_k$, and `hA` is $gN\le A$, from which positivity follows. The first bullet after that is the termwise comparison with $g$. In the second, `hs` expands the spread about $m=A/N$ and `h0` says that it is nonnegative. The identity `e` is the factorisation into $\frac{A}{N^2}(SA-N^2)$, and the last line removes the positive prefactor.

**Q.** What does the condition $c\neq0$ mean physically?

**A.** It says that $V$ couples the ground state to at least one excited state. If $c=0$, then $\psi$ is already an eigenvector of $V$, and $A=0$, so the strict positivity of $A$ fails. In a one-dimensional space $c$ is always zero, so the theorem has content from dimension two upwards.

**Q.** You promised no sum over states, yet the eigenbasis appears in the hypotheses.

**A.** I use it to define $E_2$ and to state the gap. The two bounding expressions contain only $c$, $H$, $E$ and $g$. To evaluate them you need the ground state and its energy, the action of $V$ on $\psi$ and of $H$ on $c$, and a positive lower bound on the gap. The excited eigenvectors don't enter. The upper bound doesn't contain $g$ either.

**Q.** Could the hypotheses be so strict that no system satisfies them?

**A.** A three-level system settles that. Its unperturbed energies are 0, 1 and 3, and the perturbation couples the lowest state to each of the other two with matrix element 1.

```lean
/-- A real symmetric matrix that couples the first of three states to the other two. -/
def mixing : Matrix (Fin 3) (Fin 3) ℝ := !![0, 1, 1; 1, 0, 0; 1, 0, 0]
```

The last theorem checks the gapped spectrum with $g=1$, the symmetry of $V$, the condition $c\neq0$ and the value $E_2=-4/3$.

```lean
/-- Three levels at energies 0, 1 and 3, perturbed by `mixing`, have a gapped spectrum with
`g = 1`, a symmetric `V`, a nonzero `c` and second-order energy `-4/3`. -/
theorem gappedSpectrum_witness :
    GappedSpectrum (Matrix.toEuclideanLin (Matrix.diagonal ![(0 : ℝ), 1, 3]))
      (EuclideanSpace.basisFun (Fin 3) ℝ) ![0, 1, 3] 0 1 ∧
    (Matrix.toEuclideanLin mixing).IsSymmetric ∧
    coupling (Matrix.toEuclideanLin mixing) (EuclideanSpace.basisFun (Fin 3) ℝ 0) ≠ 0 ∧
    secondOrderEnergy (Matrix.toEuclideanLin mixing)
      (EuclideanSpace.basisFun (Fin 3) ℝ) ![0, 1, 3] 0 = -4 / 3 := by
  have hval : ∀ (A : Matrix (Fin 3) (Fin 3) ℝ) (x : EuclideanSpace ℝ (Fin 3)) (i : Fin 3),
      (Matrix.toEuclideanLin A x).ofLp i = A.mulVec x.ofLp i := fun _ _ _ => rfl
  have hb : ∀ k i : Fin 3, (EuclideanSpace.basisFun (Fin 3) ℝ k).ofLp i
      = if i = k then 1 else 0 := by
    intro k i
    simp [Pi.single_apply]
  -- matrix elements in the standard basis are the entries of the matrix
  have hcol : ∀ (A : Matrix (Fin 3) (Fin 3) ℝ) (k i : Fin 3),
      (Matrix.toEuclideanLin A (EuclideanSpace.basisFun (Fin 3) ℝ k)).ofLp i = A i k := by
    intro A k i
    rw [hval]
    simp only [Matrix.mulVec, dotProduct, hb]
    simp
  have hin : ∀ (k : Fin 3) (x : EuclideanSpace ℝ (Fin 3)),
      inner ℝ (EuclideanSpace.basisFun (Fin 3) ℝ k) x = x.ofLp k :=
    fun k x => ((EuclideanSpace.basisFun (Fin 3) ℝ).repr_apply_apply x k).symm
  refine ⟨⟨fun k => ?_, one_pos, fun k hk => ?_⟩, fun x y => ?_, fun hz => ?_, ?_⟩
  · ext i
    rw [hcol]
    simp only [PiLp.smul_apply, smul_eq_mul, hb]
    fin_cases k <;> fin_cases i <;> simp
  · fin_cases k
    · exact absurd rfl hk
    all_goals norm_num
  · simp only [PiLp.inner_apply, hval, Matrix.mulVec, dotProduct, Fin.sum_univ_three]
    simp [mixing]
    ring
  · have h1 := coupling_coeff (Matrix.toEuclideanLin mixing)
      (EuclideanSpace.basisFun (Fin 3) ℝ) 0 1
    rw [hz, inner_zero_right, if_neg (by decide), hin, hcol] at h1
    simp [mixing] at h1
  · have he : univ.erase (0 : Fin 3) = {1, 2} := by decide
    have h01 : mixing 0 1 = 1 := rfl
    have h10 : mixing 1 0 = 1 := rfl
    have h02 : mixing 0 2 = 1 := rfl
    have h20 : mixing 2 0 = 1 := rfl
    have e0 : (![0, 1, 3] : Fin 3 → ℝ) 0 = 0 := rfl
    have e1 : (![0, 1, 3] : Fin 3 → ℝ) 1 = 1 := rfl
    have e2 : (![0, 1, 3] : Fin 3 → ℝ) 2 = 3 := rfl
    rw [secondOrderEnergy, he, sum_pair (by decide)]
    simp only [hin, hcol, h01, h10, h02, h20, e0, e1, e2]
    norm_num

end

end SecondOrderEnergyBounds
```

Most of its proof identifies inner products with matrix entries. The condition $c\neq0$ comes from `coupling_coeff`: the component of $c$ along the second basis state is 1. The energy is $-1/1-1/3=-4/3$. For comparison, $c=(0,1,1)$, so $\|c\|^2=2$ and $\langle c,(H-E)c\rangle=1+3=4$. The bounds are therefore $-2$ and $-1$, with $-4/3$ between them.

```lean
#print axioms SecondOrderEnergyBounds.secondOrderEnergy_bounds
```

```
'SecondOrderEnergyBounds.secondOrderEnergy_bounds' depends on axioms: [propext, Classical.choice, Quot.sound]
```

**Q.** My atoms have many electrons and a continuum. What can I do with this?

**A.** The theorem applies to a many-electron Hamiltonian projected onto a finite basis, with $H$ the resulting matrix on the many-electron space, provided that the lowest eigenvalue of $H$ is simple and $c\neq0$. A degenerate ground level, as in many open-shell atoms, is excluded unless a restriction to a symmetry sector preserved by $H$ and $V$ makes it simple. If $V$ is the coupling to a static uniform electric field, $E_2$ is the quadratic energy shift within that finite model. For a field of strength $f$ it equals $-\alpha f^2/2$, where $\alpha$ is the model's static polarisability along the field, so bounds on $E_2$ give bounds on $\alpha$. They say nothing about the error made by choosing the basis, and an atomic Hamiltonian with its continuum doesn't fit the hypotheses, since it has no finite eigenbasis.
